# Radial means of the nodeless Dirac–Coulomb states and the coupling derivative of their energy

The radial density is built here from the upper and lower radial functions of a Dirac spinor, and these are shown to solve the radial Dirac equations. The weight $r^{2s}e^{-2ar/k}$ is then a consequence and not a postulate. The model is one electron in the field of a fixed point nucleus, with potential $-a/r$ and units $\hbar=m=c=1$, so lengths are in reduced Compton wavelengths and energies in rest energies. For nuclear charge $Z$ the coupling is $a=Z\alpha$, with $\alpha$ the fine-structure constant.

The number $k$ stands for $j+\tfrac12$, where $j$ is the total angular momentum, and the Dirac angular quantum number is $\kappa=-k$. The states are $1s_{1/2}$, $2p_{3/2}$, and so on: for each $k$ the lowest bound state with $\kappa=-k$. They are called nodeless because neither radial function vanishes at any $r>0$. The state $2p_{1/2}$, which has $\kappa=+1$, is not among them. The theorems allow any real $k$ with $0<a<k$; physical states have integer $k\ge1$.

```lean
import Mathlib

open MeasureTheory Set

namespace DiracCoulombRadial

noncomputable section
```

## The spinor and its density

The behaviour at the origin is governed by the exponent

$$s=\sqrt{k^2-a^2},$$

which is `expo k a` in Lean.

```lean
/-- The exponent `s = √(k² - a²)` of the radial functions at the origin. -/
def expo (k a : ℝ) : ℝ := √(k ^ 2 - a ^ 2)
```

The energy is given as an explicit function of the coupling, so that it can later be differentiated at fixed $k$:

$$E(a)=\sqrt{1-a^2/k^2}.$$

```lean
/-- The energy `√(1 - a²/k²)` in units of the rest energy, as a function of the coupling `a`. -/
def energy (k a : ℝ) : ℝ := √(1 - a ^ 2 / k ^ 2)
```

The upper component, up to normalization, is $u(r)=r^s e^{-ar/k}$. It is a reduced radial function, with the factor $r$ from the volume element already absorbed, so integrals are taken with $dr$ and not $r^2\,dr$.

```lean
/-- The upper radial component `r^s exp(-a r / k)`, up to normalization. -/
def upper (k a r : ℝ) : ℝ := r ^ expo k a * Real.exp (-(a / k) * r)
```

The lower component is proportional to it: $v(r)=-q\,u(r)$ with $q=a/(k+s)$.

```lean
/-- The lower radial component, a fixed multiple of the upper one. -/
def lower (k a r : ℝ) : ℝ := -(a / (k + expo k a)) * upper k a r
```

The density is $\rho=u^2+v^2$.

```lean
/-- The radial density: the sum of the squares of the two components. -/
def density (k a r : ℝ) : ℝ := upper k a r ^ 2 + lower k a r ^ 2
```

Since $\rho$ is not normalized, a mean is a quotient of integrals over $r>0$:

$$\langle f\rangle=\frac{\int_0^\infty f(r)\,\rho(r)\,dr}{\int_0^\infty \rho(r)\,dr}.$$

```lean
/-- The normalized mean of a radial quantity `f` in the density. -/
def radialMean (k a : ℝ) (f : ℝ → ℝ) : ℝ :=
  (∫ r in Ioi (0 : ℝ), f r * density k a r) / ∫ r in Ioi (0 : ℝ), density k a r
```

## The components solve the radial equations

The condition $a<k$ keeps the coupling below the value at which $s$ vanishes; for $k=1$ it reads $Z\alpha<1$. It gives $k^2-a^2>0$, hence $s>0$.

```lean
variable {k a : ℝ}

/-- For `0 < a < k` the exponent `s` is positive. -/
theorem expo_pos (ha : 0 < a) (hak : a < k) : 0 < expo k a :=
  Real.sqrt_pos.2 (by nlinarith)
```

Writing $1-a^2/k^2=(k^2-a^2)/k^2$ and taking the root gives $E=s/k$.

```lean
/-- The energy is the ratio `s / k`. -/
theorem energy_eq (hk : 0 < k) : energy k a = expo k a / k := by
  have h : 1 - a ^ 2 / k ^ 2 = (k ^ 2 - a ^ 2) / k ^ 2 := by field_simp
  unfold energy expo
  rw [h, Real.sqrt_div' _ (sq_nonneg k), Real.sqrt_sq hk.le]
```

The equations to be satisfied are

$$u'=\frac kr u+\Big(E+1+\frac ar\Big)v,\qquad v'=-\frac kr v-\Big(E-1+\frac ar\Big)u.$$

Differentiating $u$ gives $u'=(s/r-a/k)\,u$. Inserting $v=-qu$ and comparing the coefficients of $1/r$ and of the constant term, the first equation requires

$$qa=k-s,\qquad q(E+1)=\frac ak,$$

and the second requires

$$q(k+s)=a,\qquad \frac{qa}{k}=1-E.$$

The relation $q(k+s)=a$ is the definition of $q$. Since $a^2=k^2-s^2=(k-s)(k+s)$, it follows that $qa=k-s$. Dividing these two relations by $k$ and using $E=s/k$ gives the other two.

In the proof, `hu` is the derivative of $u$, and `q1` to `q4` are the four relations. Each of the last two `linear_combination` calls combines, with suitable factors, the pair belonging to its equation. The theorem is a pointwise statement at every $r>0$; it does not treat the Dirac Hamiltonian as an operator or its spectrum.

```lean
/-- The two components solve the coupled radial Dirac equations in the Coulomb potential
`-a / r` at the energy `energy k a`. -/
theorem radial_dirac (ha : 0 < a) (hak : a < k) {r : ℝ} (hr : 0 < r) :
    HasDerivAt (upper k a)
      (k / r * upper k a r + (energy k a + 1 + a / r) * lower k a r) r ∧
    HasDerivAt (lower k a)
      (-(k / r) * lower k a r - (energy k a - 1 + a / r) * upper k a r) r := by
  have hk : 0 < k := ha.trans hak
  have hs := expo_pos ha hak
  have hsq : expo k a ^ 2 = k ^ 2 - a ^ 2 := Real.sq_sqrt (by nlinarith)
  have hne : k + expo k a ≠ 0 := by positivity
  have hkk : k * k⁻¹ = 1 := mul_inv_cancel₀ hk.ne'
  -- the logarithmic derivative of the upper component is s/r - a/k
  have hu : HasDerivAt (upper k a) ((expo k a / r - a / k) * upper k a r) r := by
    have h1 := Real.hasDerivAt_rpow_const (x := r) (p := expo k a) (Or.inl hr.ne')
    have h2 := ((hasDerivAt_id' r).const_mul (-(a / k))).exp
    refine (h1.fun_mul h2).congr_deriv ?_
    rw [Real.rpow_sub_one hr.ne']
    unfold upper
    ring
  -- relations between the amplitude ratio, the exponent and the energy
  have q3 : a / (k + expo k a) * (k + expo k a) = a := div_mul_cancel₀ a hne
  have q1 : a / (k + expo k a) * a = k - expo k a := by
    rw [div_mul_eq_mul_div, div_eq_iff hne]
    linear_combination hsq
  have hl := hu.const_mul (-(a / (k + expo k a)))
  rw [energy_eq hk]
  unfold lower
  generalize a / (k + expo k a) = q at q1 q3 hl ⊢
  have q2 : q * (expo k a / k + 1) = a / k := by
    linear_combination q3 / k - q * hkk
  have q4 : q * (a / k) = 1 - expo k a / k := by
    linear_combination q1 / k + hkk
  constructor
  · refine hu.congr_deriv ?_
    linear_combination (upper k a r / r) * q1 + upper k a r * q2
  · refine hl.congr_deriv ?_
    linear_combination -(upper k a r / r) * q3 + upper k a r * q4
```

## From the density to every power moment

Squaring the components gives, for $r>0$,

$$\rho(r)=(1+q^2)\,r^{2s}e^{-2ar/k}.$$

The proof splits the power and the exponential into two equal factors each, after which the identity is algebraic.

```lean
/-- At `r > 0` the density is a constant times `r^(2s) exp(-2 a r / k)`. -/
theorem density_eq {r : ℝ} (hr : 0 < r) :
    density k a r = (1 + (a / (k + expo k a)) ^ 2) *
      (r ^ (2 * expo k a) * Real.exp (-(2 * a / k * r))) := by
  have h1 : r ^ (2 * expo k a) = r ^ expo k a * r ^ expo k a := by
    rw [two_mul, Real.rpow_add hr]
  have h2 : Real.exp (-(2 * a / k * r))
      = Real.exp (-(a / k) * r) * Real.exp (-(a / k) * r) := by
    rw [← Real.exp_add]
    congr 1
    ring
  rw [h1, h2]
  unfold density lower upper
  ring
```

Euler's integral $\int_0^\infty r^{z-1}e^{-br}\,dr=b^{-z}\,\Gamma(z)$, with $z=2s+1+p$ and $b=2a/k$, gives

$$\int_0^\infty r^p\rho\,dr=(1+q^2)\Big(\frac{k}{2a}\Big)^{2s+1+p}\Gamma(2s+1+p).$$

The hypothesis $2s+1+p>0$ is the condition for convergence at the origin. Lean first rewrites the integrand on $r>0$, then takes out the constant and applies Mathlib's version of Euler's integral.

```lean
/-- The unnormalized moment of order `p` of the density is a Gamma integral. -/
theorem integral_moment (ha : 0 < a) (hak : a < k) {p : ℝ} (hp : 0 < 2 * expo k a + 1 + p) :
    ∫ r in Ioi (0 : ℝ), r ^ p * density k a r = (1 + (a / (k + expo k a)) ^ 2) *
      ((k / (2 * a)) ^ (2 * expo k a + 1 + p) * Real.Gamma (2 * expo k a + 1 + p)) := by
  have hk : 0 < k := ha.trans hak
  have hpt : ∀ r ∈ Ioi (0 : ℝ), r ^ p * density k a r = (1 + (a / (k + expo k a)) ^ 2) *
      (r ^ (2 * expo k a + 1 + p - 1) * Real.exp (-(2 * a / k * r))) := by
    intro r hr
    have hr' : 0 < r := hr
    rw [density_eq hr', show 2 * expo k a + 1 + p - 1 = p + 2 * expo k a by ring,
      Real.rpow_add hr']
    ring
  rw [setIntegral_congr_fun measurableSet_Ioi (fun r hr => hpt r hr), integral_const_mul,
    Real.integral_rpow_mul_exp_neg_mul_Ioi hp (by positivity), one_div_div]
```

At $p=0$ this is the normalization integral, so the normalized density is

$$\frac{(2a/k)^{2s+1}}{\Gamma(2s+1)}\,r^{2s}e^{-2ar/k}.$$

In the quotient the factor $1+q^2$ cancels, and with it the only trace of the lower component's relative size:

$$\langle r^p\rangle=\frac{\Gamma(2s+1+p)}{\Gamma(2s+1)}\Big(\frac{k}{2a}\Big)^p.$$

The auxiliary statement `key` performs this cancellation, given that the cancelled factors are nonzero.

```lean
/-- The mean of `r^p` for every real `p > -(2s + 1)`. -/
theorem mean_rpow (ha : 0 < a) (hak : a < k) {p : ℝ} (hp : 0 < 2 * expo k a + 1 + p) :
    radialMean k a (fun r => r ^ p) =
      Real.Gamma (2 * expo k a + 1 + p) / Real.Gamma (2 * expo k a + 1)
        * (k / (2 * a)) ^ p := by
  have hk : 0 < k := ha.trans hak
  have hs := expo_pos ha hak
  have hx : 0 < k / (2 * a) := by positivity
  have h0 := integral_moment ha hak (p := 0) (by linarith)
  simp only [Real.rpow_zero, one_mul, add_zero] at h0
  have key : ∀ C X Y G H : ℝ, C ≠ 0 → X ≠ 0 → H ≠ 0 →
      C * (X * Y * G) / (C * (X * H)) = G / H * Y := by
    intro C X Y G H hC hX hH
    field_simp
  unfold radialMean
  rw [integral_moment ha hak hp, h0, Real.rpow_add hx (2 * expo k a + 1) p]
  exact key _ _ _ _ _ (by positivity) (Real.rpow_pos_of_pos hx _).ne'
    (Real.Gamma_pos_of_pos (by linarith)).ne'
```

## Mean radius, variance and mean inverse radius

For $p=1$ the recursion $\Gamma(z+1)=z\,\Gamma(z)$ at $z=2s+1$ gives

$$\langle r\rangle=\frac{k(2s+1)}{2a}.$$

```lean
/-- The mean radius is `k (2s + 1) / (2a)`. -/
theorem mean_radius (ha : 0 < a) (hak : a < k) :
    radialMean k a (fun r => r) = k * (2 * expo k a + 1) / (2 * a) := by
  have hs := expo_pos ha hak
  have hG := (Real.Gamma_pos_of_pos (show 0 < 2 * expo k a + 1 by linarith)).ne'
  have h := mean_rpow ha hak (p := 1) (by linarith)
  simp only [Real.rpow_one] at h
  rw [h, Real.Gamma_add_one (by positivity), mul_div_cancel_right₀ _ hG]
  ring
```

For $p=2$ the recursion is used twice, so $\langle r^2\rangle=(2s+2)(2s+1)(k/2a)^2$. Subtracting the square of the mean leaves

$$\langle r^2\rangle-\langle r\rangle^2=(2s+1)\Big(\frac{k}{2a}\Big)^2,$$

because $(2s+2)-(2s+1)=1$.

```lean
/-- The variance of the radius is `(2s + 1) (k / 2a)²`. -/
theorem variance_radius (ha : 0 < a) (hak : a < k) :
    radialMean k a (fun r => r ^ 2) - radialMean k a (fun r => r) ^ 2
      = (2 * expo k a + 1) * (k / (2 * a)) ^ 2 := by
  have hs := expo_pos ha hak
  have hG := (Real.Gamma_pos_of_pos (show 0 < 2 * expo k a + 1 by linarith)).ne'
  have h := mean_rpow ha hak (p := 2) (by linarith)
  simp only [Real.rpow_two] at h
  -- apply the Gamma recursion twice
  rw [h, mean_radius ha hak,
    show 2 * expo k a + 1 + 2 = (2 * expo k a + 1 + 1) + 1 by ring,
    Real.Gamma_add_one (by positivity), Real.Gamma_add_one (by positivity),
    ← mul_assoc, mul_div_cancel_right₀ _ hG]
  ring
```

For $p=-1$ the convergence condition is $2s>0$, which holds. Now $\Gamma(2s+1)=2s\,\Gamma(2s)$ stands in the denominator, and

$$\langle r^{-1}\rangle=\frac{1}{2s}\cdot\frac{2a}{k}=\frac{a}{ks}.$$

```lean
/-- The mean inverse radius is `a / (k s)`. -/
theorem mean_inv_radius (ha : 0 < a) (hak : a < k) :
    radialMean k a (fun r => r⁻¹) = a / (k * expo k a) := by
  have hk : 0 < k := ha.trans hak
  have hs := expo_pos ha hak
  have hG := (Real.Gamma_pos_of_pos (show 0 < 2 * expo k a by linarith)).ne'
  have h := mean_rpow ha hak (p := -1) (by linarith)
  simp only [Real.rpow_neg_one] at h
  rw [h, show 2 * expo k a + 1 + -1 = 2 * expo k a by ring,
    Real.Gamma_add_one (by positivity)]
  generalize Real.Gamma (2 * expo k a) = G at hG ⊢
  field_simp
```

These closed forms provide reference values for a radial grid or basis set in a relativistic atomic code, for a single electron and a point nucleus.

## The energy slope is minus the mean inverse radius

The coupling enters the Hamiltonian through $-a/r$, whose derivative with respect to $a$ is $-1/r$. The Hellmann–Feynman relation therefore leads one to expect $dE/da=-\langle r^{-1}\rangle$. For this family it is confirmed by direct differentiation:

$$\frac{dE}{da}=\frac{-2a/k^2}{2\sqrt{1-a^2/k^2}}=-\frac{a}{k^2}\cdot\frac ks=-\frac{a}{ks}.$$

The proof follows the same route. It differentiates the expression under the root, applies the chain rule where that expression is positive, replaces the root by $s/k$, and compares with `mean_inv_radius`. The agreement is thus between two explicit formulas for the nodeless states, and no general theorem on parameter-dependent Hamiltonians is used or proved. `HasDerivAt` states both that $E$ is differentiable at $a$ and that its derivative is $-\langle r^{-1}\rangle$.

```lean
/-- For `0 < a < k`, the derivative of the energy with respect to the coupling `a` is minus the mean
inverse radius. -/
theorem hellmann_feynman (ha : 0 < a) (hak : a < k) :
    HasDerivAt (energy k) (-radialMean k a (fun r => r⁻¹)) a := by
  have hk : 0 < k := ha.trans hak
  have hs := expo_pos ha hak
  have he : √(1 - a ^ 2 / k ^ 2) = expo k a / k := energy_eq hk
  have hpos : 0 < 1 - a ^ 2 / k ^ 2 := Real.sqrt_pos.1 (by rw [he]; exact div_pos hs hk)
  have h : HasDerivAt (fun x : ℝ => 1 - x ^ 2 / k ^ 2) (-(2 * a / k ^ 2)) a :=
    (((hasDerivAt_pow 2 a).div_const (k ^ 2)).const_sub 1).congr_deriv (by norm_num)
  rw [mean_inv_radius ha hak]
  refine (h.sqrt hpos.ne').congr_deriv ?_
  rw [he]
  field_simp

end

end DiracCoulombRadial
```

```lean
#print axioms DiracCoulombRadial.radial_dirac
#print axioms DiracCoulombRadial.variance_radius
#print axioms DiracCoulombRadial.hellmann_feynman
```

```
'DiracCoulombRadial.radial_dirac' depends on axioms: [propext, Classical.choice, Quot.sound]
'DiracCoulombRadial.variance_radius' depends on axioms: [propext, Classical.choice, Quot.sound]
'DiracCoulombRadial.hellmann_feynman' depends on axioms: [propext, Classical.choice, Quot.sound]
```
